# A larger Fock fraction enlarges an existing mean-field moment when Fock exchange exceeds semilocal exchange

When I raise the exact-exchange fraction of a hybrid functional and restart from a converged magnetic solution, I count on the moment surviving and growing. In a two-level mean-field model at temperature T > 0, the moment m > 0 solves

m = tanh(x m), with x = ((1 − a) I + a J) / (2T),

where a is the Fock fraction, I and J are the semilocal and Fock exchange strengths, and T is the temperature in energy units. If J > I, a larger a means a larger x, and the moment ought to follow. But m stands on both sides of the equation, so "ought to" is not yet an argument. Can this be proved properly, including that the moment doesn't disappear on the way, and checked in Lean 4 with Mathlib?

## Parametrising the moments by the molecular field

Yes. The equation can't be solved for m in elementary terms, but it can be solved for x. Let u = x m be the reduced molecular field. If m > 0 and m = tanh u, then u > 0, because tanh has the sign of its argument. Dividing u by m gives

x = u / tanh u = u cosh u / sinh u.

Call the right-hand side X(u). Conversely, for any u > 0 put m = tanh u and x = X(u). Then m > 0 and x m = u, so m = tanh(x m). The moments therefore form a curve with parameter u > 0.

Both coordinates increase along this curve. For the coupling, the quotient rule gives

X′(u) = [(cosh u + u sinh u) sinh u − u cosh² u] / sinh² u

= (sinh u cosh u − u) / sinh² u,

where the second line uses cosh² u − sinh² u = 1. For u > 0 we have sinh u > u and cosh u ≥ 1, so the numerator is positive. For the moment, take u < v:

tanh v − tanh u = sinh(v − u) / (cosh u cosh v) > 0.

Let m₁ and m₂ be moments at couplings x₁ and x₂, with fields u and v. Then m₁ < m₂ holds exactly when u < v, which holds exactly when x₁ < x₂.

Survival needs one more inequality. Since cosh u − sinh u = e^(−u) > 0, we have X(u) > u for u > 0. Suppose there is a moment at x₁ with field u, and let x₂ > x₁. Then

u < X(u) = x₁ < x₂ < X(x₂).

The continuous function X starts below x₂ at the field u and ends above x₂ at the field x₂. Somewhere between them there is a v with X(v) = x₂, and tanh v is a moment at x₂.

For the hybrid, two Fock fractions a₁ < a₂ give couplings that differ by

(a₂ − a₁)(J − I) / (2T).

With T > 0 this is positive exactly when J > I. For heating, write W = (1 − a) I + a J. A moment forces x > u > 0, hence W > 0, and W / (2T) falls as T rises.

Here is a case in numbers. Take T = 1/2, so that x = W, and choose I = X(1) ≈ 1.313 and J = X(2) ≈ 2.075. At a = 0 the moment is tanh 1 ≈ 0.762, and at a = 1 it is tanh 2 ≈ 0.964. At a = 1/4 the coupling is 0.75 · 1.313 + 0.25 · 2.075 ≈ 1.503. Trying m = 0.860 gives x m ≈ 1.293 and tanh 1.293 ≈ 0.860, so the moment lies between the other two.

The complete file follows.

```lean
import Mathlib

open Set

namespace HybridExchangeMoment

noncomputable section

/-- A positive magnetization `m` solving the mean-field equation `m = tanh (x m)` at reduced
coupling `x`. -/
def IsMoment (x m : ℝ) : Prop := 0 < m ∧ m = Real.tanh (x * m)

/-- The reduced coupling `((1 - a) I + a J) / (2 T)` of a hybrid with Fock fraction `a`,
semilocal exchange `I`, Fock exchange `J` and temperature `T ≠ 0`. -/
def hybridCoupling (I J T a : ℝ) : ℝ := ((1 - a) * I + a * J) / (2 * T)

/-- The coupling `u cosh u / sinh u` belonging to a reduced molecular field `u ≠ 0`. -/
def couplingAt (u : ℝ) : ℝ := u * Real.cosh u / Real.sinh u

/-- The rate at which the coupling changes with the reduced molecular field `u > 0`. -/
theorem hasDerivAt_couplingAt {u : ℝ} (hu : 0 < u) :
    HasDerivAt couplingAt ((Real.sinh u * Real.cosh u - u) / Real.sinh u ^ 2) u := by
  have hs : Real.sinh u ≠ 0 := (Real.sinh_pos_iff.2 hu).ne'
  have h := ((hasDerivAt_id' u).fun_mul (Real.hasDerivAt_cosh u)).fun_div
    (Real.hasDerivAt_sinh u) hs
  refine h.congr_deriv ?_
  congr 1
  linear_combination (-u) * Real.cosh_sq u

/-- A larger positive molecular field belongs to a larger coupling. -/
theorem couplingAt_strictMonoOn : StrictMonoOn couplingAt (Ioi 0) := by
  refine strictMonoOn_of_deriv_pos (convex_Ioi 0)
    (fun u hu => (hasDerivAt_couplingAt hu).continuousAt.continuousWithinAt) ?_
  intro u hu
  rw [interior_Ioi] at hu
  have hu' : 0 < u := hu
  rw [(hasDerivAt_couplingAt hu').deriv]
  have hs : 0 < Real.sinh u := Real.sinh_pos_iff.2 hu'
  -- the numerator is positive because `u < sinh u` and `1 ≤ cosh u`
  have h1 : u < Real.sinh u := Real.self_lt_sinh_iff.2 hu'
  have h2 : 0 ≤ Real.sinh u * (Real.cosh u - 1) :=
    mul_nonneg hs.le (sub_nonneg.2 (Real.one_le_cosh u))
  exact div_pos (by linarith) (by positivity)

/-- The coupling exceeds the reduced molecular field to which it belongs. -/
theorem lt_couplingAt {u : ℝ} (hu : 0 < u) : u < couplingAt u := by
  unfold couplingAt
  rw [lt_div_iff₀ (Real.sinh_pos_iff.2 hu)]
  have h := Real.cosh_sub_sinh u
  have he := Real.exp_pos (-u)
  exact mul_lt_mul_of_pos_left (by linarith) hu

/-- The magnetization `tanh u` increases strictly with the reduced molecular field `u`. -/
theorem tanh_strictMono : StrictMono Real.tanh := by
  intro u v h
  rw [Real.tanh_eq_sinh_div_cosh, Real.tanh_eq_sinh_div_cosh,
    div_lt_div_iff₀ (Real.cosh_pos u) (Real.cosh_pos v)]
  have hs := Real.sinh_pos_iff.2 (sub_pos.2 h)
  rw [Real.sinh_sub] at hs
  linarith

/-- The moments are exactly the points `m = tanh u`, `x = u cosh u / sinh u` of a curve
parametrised by the reduced molecular field `u > 0`. -/
theorem isMoment_iff (x m : ℝ) :
    IsMoment x m ↔ ∃ u, 0 < u ∧ m = Real.tanh u ∧ x = couplingAt u := by
  constructor
  · rintro ⟨hm, h⟩
    have hc := Real.cosh_pos (x * m)
    have hs : m * Real.cosh (x * m) = Real.sinh (x * m) := by
      have h' := h.trans (Real.tanh_eq_sinh_div_cosh (x * m))
      exact (eq_div_iff hc.ne').1 h'
    have hpos : 0 < Real.sinh (x * m) := by
      rw [← hs]
      exact mul_pos hm hc
    -- the molecular field is `u = x m`
    refine ⟨x * m, Real.sinh_pos_iff.1 hpos, h, ?_⟩
    unfold couplingAt
    rw [eq_div_iff hpos.ne', ← hs]
    ring
  · rintro ⟨u, hu, rfl, rfl⟩
    have hs : 0 < Real.sinh u := Real.sinh_pos_iff.2 hu
    have hc : 0 < Real.cosh u := Real.cosh_pos u
    have key : couplingAt u * Real.tanh u = u := by
      rw [couplingAt, Real.tanh_eq_sinh_div_cosh]
      field_simp
    refine ⟨?_, by rw [key]⟩
    rw [Real.tanh_eq_sinh_div_cosh]
    exact div_pos hs hc

/-- Of two moments, the larger one belongs to the larger coupling, and conversely. -/
theorem moment_lt_iff {x₁ x₂ m₁ m₂ : ℝ} (h₁ : IsMoment x₁ m₁) (h₂ : IsMoment x₂ m₂) :
    m₁ < m₂ ↔ x₁ < x₂ := by
  obtain ⟨u, hu, rfl, rfl⟩ := (isMoment_iff _ _).1 h₁
  obtain ⟨v, hv, rfl, rfl⟩ := (isMoment_iff _ _).1 h₂
  rw [tanh_strictMono.lt_iff_lt, couplingAt_strictMonoOn.lt_iff_lt hu hv]

/-- A moment present at one coupling persists at every stronger coupling, where it is larger. -/
theorem moment_persists {x₁ x₂ m₁ : ℝ} (h₁ : IsMoment x₁ m₁) (hx : x₁ < x₂) :
    ∃ m₂, IsMoment x₂ m₂ ∧ m₁ < m₂ := by
  obtain ⟨u, hu, rfl, rfl⟩ := (isMoment_iff _ _).1 h₁
  have hux : u < x₂ := (lt_couplingAt hu).trans hx
  have hcont : ContinuousOn couplingAt (Icc u x₂) := fun w hw =>
    (hasDerivAt_couplingAt (hu.trans_le hw.1)).continuousAt.continuousWithinAt
  -- the coupling passes through `x₂` between the fields `u` and `x₂`
  obtain ⟨v, hv, hvx⟩ := intermediate_value_Icc hux.le hcont
    ⟨hx.le, (lt_couplingAt (hu.trans hux)).le⟩
  have h₂ : IsMoment x₂ (Real.tanh v) :=
    (isMoment_iff _ _).2 ⟨v, hu.trans_le hv.1, rfl, hvx.symm⟩
  exact ⟨_, h₂, (moment_lt_iff h₁ h₂).2 hx⟩

/-- Raising the Fock fraction strengthens the coupling exactly when Fock exchange exceeds
semilocal exchange. -/
theorem hybridCoupling_lt_iff {I J T a₁ a₂ : ℝ} (hT : 0 < T) (ha : a₁ < a₂) :
    hybridCoupling I J T a₁ < hybridCoupling I J T a₂ ↔ I < J := by
  unfold hybridCoupling
  rw [div_lt_div_iff_of_pos_right (by positivity)]
  constructor <;> intro h <;> nlinarith

/-- If Fock exchange exceeds semilocal exchange, a moment present at Fock fraction `a₁` persists
at every larger fraction `a₂`, and every moment at `a₂` is strictly larger. -/
theorem fock_fraction_enlarges_moment {I J T a₁ a₂ m₁ : ℝ} (hT : 0 < T) (hIJ : I < J)
    (ha : a₁ < a₂) (h₁ : IsMoment (hybridCoupling I J T a₁) m₁) :
    (∃ m₂, IsMoment (hybridCoupling I J T a₂) m₂) ∧
      ∀ m₂, IsMoment (hybridCoupling I J T a₂) m₂ → m₁ < m₂ := by
  have hx := (hybridCoupling_lt_iff hT ha).2 hIJ
  obtain ⟨m, hm, _⟩ := moment_persists h₁ hx
  exact ⟨⟨m, hm⟩, fun m₂ h₂ => (moment_lt_iff h₁ h₂).2 hx⟩

/-- If moments exist at two positive temperatures and the same Fock fraction, the one at the higher
temperature is strictly smaller. -/
theorem heating_reduces_moment {I J T₁ T₂ a m₁ m₂ : ℝ} (hT₁ : 0 < T₁) (hT : T₁ < T₂)
    (h₁ : IsMoment (hybridCoupling I J T₁ a) m₁)
    (h₂ : IsMoment (hybridCoupling I J T₂ a) m₂) : m₂ < m₁ := by
  rw [moment_lt_iff h₂ h₁]
  -- a moment requires a positive effective exchange
  obtain ⟨u, hu, _, hx⟩ := (isMoment_iff _ _).1 h₁
  have hpos : 0 < hybridCoupling I J T₁ a := by
    rw [hx]
    exact hu.trans (lt_couplingAt hu)
  unfold hybridCoupling at hpos ⊢
  have hW : 0 < (1 - a) * I + a * J :=
    (div_pos_iff_of_pos_right (by positivity)).1 hpos
  exact div_lt_div_of_pos_left hW (by positivity) (by linarith)

/-- With `I = cosh 1 / sinh 1`, `J = 2 cosh 2 / sinh 2` and `T = 1/2`, one has `0 < I < J`, and
`tanh 1` is a moment at Fock fraction `0` and `tanh 2` is one at Fock fraction `1`. -/
theorem fock_fraction_witness :
    0 < couplingAt 1 ∧ couplingAt 1 < couplingAt 2 ∧
      IsMoment (hybridCoupling (couplingAt 1) (couplingAt 2) (1 / 2) 0) (Real.tanh 1) ∧
      IsMoment (hybridCoupling (couplingAt 1) (couplingAt 2) (1 / 2) 1) (Real.tanh 2) := by
  have h1 : (0 : ℝ) < 1 := one_pos
  have h2 : (0 : ℝ) < 2 := two_pos
  refine ⟨h1.trans (lt_couplingAt h1), couplingAt_strictMonoOn h1 h2 one_lt_two,
    (isMoment_iff _ _).2 ⟨1, h1, rfl, ?_⟩, (isMoment_iff _ _).2 ⟨2, h2, rfl, ?_⟩⟩
  · unfold hybridCoupling
    ring
  · unfold hybridCoupling
    ring

end

end HybridExchangeMoment
```

```lean
#print axioms HybridExchangeMoment.fock_fraction_enlarges_moment
-- 'HybridExchangeMoment.fock_fraction_enlarges_moment' depends on axioms: [propext, Classical.choice, Quot.sound]
#print axioms HybridExchangeMoment.heating_reduces_moment
-- 'HybridExchangeMoment.heating_reduces_moment' depends on axioms: [propext, Classical.choice, Quot.sound]
```

### What the theorems say about the magnet

`IsMoment x m` says that the real number m is positive and satisfies m = tanh(x m). Here m is the magnetization in units of its saturation value. The equation describes exactly one electron shared between two spin levels that are split by W m and occupied with Boltzmann weights. Fermi–Dirac occupations with the chemical potential midway between the levels would put 4T in place of 2T, which only rescales the temperature and leaves the comparisons below unchanged. `hybridCoupling I J T a` is the reduced coupling W / (2T), with Boltzmann's constant set to one, and `couplingAt u` is X(u).

The main result is `fock_fraction_enlarges_moment`. Its hypotheses are T > 0, I < J, a₁ < a₂ and a moment m₁ at a₁. It concludes that a moment exists at a₂ and that every moment there is larger than m₁. The condition I < J stands for a shell in which Fock exchange splits the spin levels more strongly, per unit of moment, than the semilocal functional does. It is assumed, not derived from an electronic structure. The fractions need not lie between 0 and 1, and I and J need not be positive.

The general statement behind it is `moment_lt_iff`: moments are ordered exactly as their couplings. Setting x₁ = x₂ there shows that a coupling has at most one moment. Combined with `hybridCoupling_lt_iff`, it also shows that, between two fractions that both support a moment, the moment grows with a only if I < J. `heating_reduces_moment` compares two temperatures at which moments are given; it does not promise that the moment survives heating.

`fock_fraction_enlarges_moment` and `moment_persists` start from a moment that is already there, and the file does not locate the onset of magnetism. The curve shows where to look, since u / tanh u stays above 1 and approaches 1 as u shrinks to zero, but that observation is mine and not part of the checked file.

For electronic-structure work, the result gives the direction in which a moment responds to exact-exchange mixing, within a mean-field model where I and J stay fixed as a changes. What grows is a thermally reduced moment: as T falls to zero, m approaches saturation at every fraction with W > 0, so the model doesn't describe how an unsaturated ground-state moment changes with a. A self-consistent hybrid calculation also relaxes the orbitals, and the model leaves out that response, along with band structure and fluctuations.

### How the proof follows the curve

`hasDerivAt_couplingAt` applies the product and quotient rules. Its last line, a `linear_combination` with `Real.cosh_sq u`, is the simplification by cosh² u − sinh² u = 1. `couplingAt_strictMonoOn` then shows that the derivative is positive: `h1` is u < sinh u, `h2` is sinh u (cosh u − 1) ≥ 0, and their sum gives the positive numerator. `lt_couplingAt` proves X(u) > u from the exponential identity, and `tanh_strictMono` clears the denominators and uses the addition formula for sinh(v − u).

`isMoment_iff` is the parametrisation. In the forward direction it takes u = x m, and from m cosh(x m) = sinh(x m) it obtains both u > 0 and the formula for x. In the reverse direction, `key` is the identity X(u) tanh u = u.

With this in hand, `moment_lt_iff` replaces each moment by its field, and both sides of the equivalence reduce to the same comparison of u and v. `moment_persists` applies `intermediate_value_Icc` on the interval from u to x₂, with the endpoint inequalities derived above, and gets the ordering of the moments from `moment_lt_iff`.

The physical statements are then short. `hybridCoupling_lt_iff` removes the common positive denominator 2T and leaves the sign of (a₂ − a₁)(J − I) to `nlinarith`. `fock_fraction_enlarges_moment` feeds the resulting inequality to the two general theorems. `heating_reduces_moment` first extracts W > 0 from the moment at the lower temperature and then compares the two quotients. Finally, `fock_fraction_witness` confirms the endpoints of the numerical case in exact form: 0 < I < J, with moments tanh 1 at a = 0 and tanh 2 at a = 1.
